# The SOSEX coupling average of a dielectric mode: closed form, monotonicity and limits

Take one dielectric mode whose eigenvalue at full coupling is 2, and measure the interaction in units of its bare value. At coupling strength $l$ the screened interaction is $l/(1+l)$, and its average over the coupling strength is

$$\int_0^1 \frac{l}{1+l}\,dl=\int_0^1\left(1-\frac{1}{1+l}\right)dl = 1-\ln 2\approx 0.307 .$$

Without screening the integrand would be $l$ and the average $1/2$. Screening lowers the average, and the logarithm comes from integrating the denominator. The same two steps work for an eigenvalue $1+x$ with any $x>0$.

In the random-phase approximation (RPA), the adiabatic-connection form of second-order screened exchange (SOSEX) contracts a coupling-averaged screened interaction with a bare exchange interaction. The result below evaluates that average analytically for a finite set of modes at one fixed frequency, with the non-interacting response held fixed along the coupling path.

```lean
import Mathlib

open Filter Topology Set

namespace SosexCouplingAverage

noncomputable section
```

## Screening at partial coupling

Let $-x$ be an eigenvalue of the non-interacting response, symmetrised with the bare interaction, at a fixed imaginary frequency. In the RPA the screened interaction $w$ in this mode obeys a scalar Dyson equation, which is solved at once:

$$w=l-l\,x\,w \quad\Longrightarrow\quad w(x,l)=\frac{l}{1+lx}.$$

The first term is the scaled bare interaction, and the second is the field of the charge that it induces.

```lean
/-- The interaction at coupling strength `l`, screened by a mode whose dielectric eigenvalue
at full coupling is `1 + x`. -/
def screened (x l : ℝ) : ℝ := l / (1 + l * x)
```

Both arguments of `screened` are real numbers: `x` sets the mode and `l` the coupling strength. The file takes this RPA form as a definition; it does not derive it from a response function.

The averaging function is the integral over the coupling path,

$$g(x)=\int_0^1\frac{l}{1+lx}\,dl .$$

```lean
/-- The adiabatic-connection SOSEX averaging function: the screened interaction integrated
over the coupling strength from 0 to 1. -/
def sosexAverage (x : ℝ) : ℝ := ∫ l in (0 : ℝ)..1, screened x l
```

In Lean, `sosexAverage` is this integral itself, so the logarithmic formula remains to be proved.

## A denominator without zeros

Suppose $x>-1$, so that the dielectric eigenvalue is positive at full coupling. For $0\le l\le 1$,

$$1+lx=(1-l)+l(1+x)>0,$$

because both terms are non-negative and they cannot vanish together. A dielectric eigenvalue that is positive at full coupling is therefore positive all along the path.

```lean
/-- If the dielectric eigenvalue `1 + x` is positive at full coupling, it is positive at every
coupling strength between 0 and 1. -/
theorem dielectric_pos {x l : ℝ} (hx : -1 < x) (hl : l ∈ Icc (0 : ℝ) 1) :
    0 < 1 + l * x := by
  rcases eq_or_lt_of_le hl.1 with h | h
  · rw [← h]; norm_num
  · nlinarith [mul_pos h (by linarith : 0 < 1 + x), hl.2]
```

The proof treats $l=0$ separately, where the denominator is 1. For $l>0$ it uses the positive product $l(1+x)$ together with $l\le 1$.

A quotient of continuous functions is continuous where the denominator does not vanish, so $w(x,l)$ is continuous in $l$ on $[0,1]$.

```lean
lemma screened_continuousOn {x : ℝ} (hx : -1 < x) :
    ContinuousOn (screened x) (Icc 0 1) := by
  unfold screened
  exact ContinuousOn.div (by fun_prop) (by fun_prop) fun l hl => (dielectric_pos hx hl).ne'
```

Continuity on a closed bounded interval makes the function integrable there.

```lean
lemma screened_integrable {x : ℝ} (hx : -1 < x) :
    IntervalIntegrable (screened x) MeasureTheory.volume 0 1 := by
  apply ContinuousOn.intervalIntegrable
  rw [uIcc_of_le zero_le_one]
  exact screened_continuousOn hx
```

## The logarithm from the coupling integral

For $x\neq 0$, split the integrand:

$$\frac{l}{1+lx}=\frac1x\left(1-\frac1{1+lx}\right).$$

An antiderivative in $l$ is

$$F(l)=\frac{l}{x}-\frac{\ln(1+lx)}{x^2},
\qquad
F'(l)=\frac1x-\frac{1}{x(1+lx)}=\frac{l}{1+lx}.$$

Since $F(0)=0$,

$$g(x)=F(1)-F(0)=\frac1x-\frac{\ln(1+x)}{x^2}=\frac{x-\ln(1+x)}{x^2}.$$

```lean
/-- The coupling integral in closed form, for any positive dielectric eigenvalue `1 + x`
other than 1. -/
theorem sosexAverage_eq {x : ℝ} (hx : -1 < x) (h0 : x ≠ 0) :
    sosexAverage x = (x - Real.log (1 + x)) / x ^ 2 := by
  -- an antiderivative in the coupling strength
  have hd : ∀ l ∈ uIcc (0 : ℝ) 1,
      HasDerivAt (fun t : ℝ => t / x - Real.log (1 + t * x) / x ^ 2) (screened x l) l := by
    intro l hl
    rw [uIcc_of_le zero_le_one] at hl
    have hp : 1 + l * x ≠ 0 := (dielectric_pos hx hl).ne'
    have h1 : HasDerivAt (fun t : ℝ => 1 + t * x) x l :=
      (((hasDerivAt_id' l).mul_const x).const_add 1).congr_deriv (one_mul x)
    have key : 1 / x - x / (1 + l * x) / x ^ 2 = l / (1 + l * x) := by
      obtain ⟨D, hD⟩ : ∃ D, D = 1 + l * x := ⟨_, rfl⟩
      rw [← hD] at hp ⊢
      field_simp
      linear_combination hD
    exact (((hasDerivAt_id' l).div_const x).fun_sub
      ((h1.log hp).div_const (x ^ 2))).congr_deriv key
  unfold sosexAverage
  rw [intervalIntegral.integral_eq_sub_of_hasDerivAt hd (screened_integrable hx)]
  simp only [one_mul, zero_mul, add_zero, Real.log_one, zero_div, sub_zero]
  field_simp
```

The statement `hd` says that $F$ has the required derivative at every point of the interval, and `key` is the algebraic identity for $F'$. The fundamental theorem of calculus then turns the integral into $F(1)-F(0)$. The result holds for $x>-1$ with $x\ne0$, which includes negative $x$ as well as the physical range $x>0$.

At $x=0$ the integral is elementary:

$$g(0)=\int_0^1 l\,dl=\frac12 .$$

```lean
/-- Without screening (`x = 0`) the coupling average is one half. -/
theorem sosexAverage_zero : sosexAverage 0 = 1 / 2 := by
  simp [sosexAverage, screened, integral_id]
```

This value comes from the integral and not from the closed formula, which Lean would evaluate as $0/0=0$.

## Stronger screening, smaller average

Let $-1<x<y$. For $0\le l\le1$ both denominators are positive, so the inequality

$$\frac{l}{1+ly}\le\frac{l}{1+lx}$$

is equivalent to $l(1+lx)\le l(1+ly)$, that is, to $l^2(y-x)\ge0$. At $l=1$ the inequality is strict, since $1/(1+y)<1/(1+x)$. By continuity it stays strict near $l=1$, so integration gives $g(y)<g(x)$.

```lean
/-- The coupling average strictly decreases as the dielectric eigenvalue `1 + x` grows through
positive values. -/
theorem sosexAverage_strictAntiOn : StrictAntiOn sosexAverage (Ioi (-1)) := by
  intro x hx y hy hxy
  have hx' : -1 < x := hx
  have hy' : -1 < y := hy
  refine intervalIntegral.integral_lt_integral_of_continuousOn_of_le_of_exists_lt one_pos
    (screened_continuousOn hy') (screened_continuousOn hx') ?_ ⟨1, by simp, ?_⟩
  · intro l hl
    have hl' : l ∈ Icc (0 : ℝ) 1 := ⟨hl.1.le, hl.2⟩
    unfold screened
    rw [div_le_div_iff₀ (dielectric_pos hy' hl') (dielectric_pos hx' hl')]
    nlinarith [mul_nonneg (mul_nonneg hl'.1 hl'.1) (sub_nonneg.2 hxy.le)]
  · unfold screened
    rw [div_lt_div_iff₀ (by linarith) (by linarith)]
    linarith
```

`StrictAntiOn sosexAverage (Ioi (-1))` says exactly this for any two points $x<y$ above $-1$. The integral comparison lemma asks for continuity of both integrands, the pointwise inequality, and one point of strict inequality; the proof supplies $l=1$.

The product $x\,g(x)$ moves the other way. Its integrand is $lx/(1+lx)$, and for $-1<x<y$

$$\frac{lx}{1+lx}\le\frac{ly}{1+ly}
\quad\Longleftrightarrow\quad
lx(1+ly)\le ly(1+lx)
\quad\Longleftrightarrow\quad
0\le l(y-x).$$

Again the inequality is strict at $l=1$. Hence $x\,g(x)$ strictly increases: $g$ falls, but more slowly than $1/x$ on the positive axis.

```lean
/-- The product of `x` and the coupling average strictly increases with `x` for `x > -1`. -/
theorem mul_sosexAverage_strictMonoOn :
    StrictMonoOn (fun x => x * sosexAverage x) (Ioi (-1)) := by
  intro x hx y hy hxy
  have hx' : -1 < x := hx
  have hy' : -1 < y := hy
  simp only [sosexAverage]
  rw [← intervalIntegral.integral_const_mul, ← intervalIntegral.integral_const_mul]
  refine intervalIntegral.integral_lt_integral_of_continuousOn_of_le_of_exists_lt one_pos
    (continuousOn_const.mul (screened_continuousOn hx'))
    (continuousOn_const.mul (screened_continuousOn hy')) ?_ ⟨1, by simp, ?_⟩
  · intro l hl
    have hl' : l ∈ Icc (0 : ℝ) 1 := ⟨hl.1.le, hl.2⟩
    unfold screened
    rw [← mul_div_assoc, ← mul_div_assoc,
      div_le_div_iff₀ (dielectric_pos hx' hl') (dielectric_pos hy' hl')]
    nlinarith [mul_nonneg hl'.1 (sub_nonneg.2 hxy.le)]
  · unfold screened
    rw [← mul_div_assoc, ← mul_div_assoc, div_lt_div_iff₀ (by linarith) (by linarith)]
    nlinarith
```

The proof first moves the factor $x$ inside the integral and then makes the same kind of comparison.

## Weak and strong screening

For weak screening a first-order lower bound is enough. Multiplying out,

$$(l-xl^2)(1+lx)=l-l^3x^2\le l .$$

Division by the positive denominator gives $l-xl^2\le l/(1+lx)$, and integration over $l$ gives

$$\frac12-\frac{x}{3}\le g(x).$$

```lean
/-- For `x > -1`, the expansion of the coupling average to first order in `x` is a lower bound. -/
theorem first_order_le_sosexAverage {x : ℝ} (hx : -1 < x) :
    1 / 2 - x / 3 ≤ sosexAverage x := by
  have hi : ∫ l in (0 : ℝ)..1, (l - x * l ^ 2) = 1 / 2 - x / 3 := by
    rw [intervalIntegral.integral_sub, intervalIntegral.integral_const_mul, integral_id,
      integral_pow]
    · push_cast
      ring
    · exact Continuous.intervalIntegrable (by fun_prop) _ _
    · exact Continuous.intervalIntegrable (by fun_prop) _ _
  rw [← hi]
  refine intervalIntegral.integral_mono_on zero_le_one
    (Continuous.intervalIntegrable (by fun_prop) _ _) (screened_integrable hx) ?_
  intro l hl
  unfold screened
  rw [le_div_iff₀ (dielectric_pos hx hl)]
  nlinarith [mul_nonneg hl.1 (sq_nonneg (l * x))]
```

The lemma holds for all $x>-1$. The integral `hi` evaluates the polynomial, and the final inequality uses the non-negative term $l(lx)^2$.

For $x>0$, monotonicity supplies the upper bound $g(x)<g(0)=1/2$, so

$$\frac12-\frac{x}{3}\le g(x)\le\frac12,
\qquad\text{and therefore}\qquad
\lim_{x\to0^+}g(x)=\frac12 .$$

For strong screening, the closed form gives

$$x\,g(x)=1-\frac{\ln(1+x)}{x}.$$

Since $\ln u\le u$ for $u>0$, we have $\ln(1+x)=2\ln\sqrt{1+x}\le2\sqrt{1+x}$. After division by $x$ this tends to zero, so $x\,g(x)\to1$. Physically, once $lx$ is large the screened interaction is close to $1/x$, whatever the coupling strength; only a narrow range near $l=0$ departs from this value.

```lean
/-- The SOSEX averaging function for `x > 0`: its closed form, its strict decrease, its limit
1/2 for weak screening, and the limit 1 of `x` times the function for strong screening. -/
theorem sosex_averaging_function :
    (∀ x : ℝ, 0 < x → sosexAverage x = (x - Real.log (1 + x)) / x ^ 2) ∧
    StrictAntiOn sosexAverage (Ioi 0) ∧
    Tendsto sosexAverage (𝓝[>] 0) (𝓝 (1 / 2)) ∧
    Tendsto (fun x => x * sosexAverage x) atTop (𝓝 1) := by
  refine ⟨fun x hx => sosexAverage_eq (by linarith) hx.ne',
    sosexAverage_strictAntiOn.mono (Ioi_subset_Ioi (by norm_num)), ?_, ?_⟩
  · -- squeeze between the first-order expansion and the unscreened value
    have hlow : Tendsto (fun x : ℝ => 1 / 2 - x / 3) (𝓝[>] 0) (𝓝 (1 / 2)) := by
      have hc : Continuous (fun x : ℝ => 1 / 2 - x / 3) := by fun_prop
      have h := hc.tendsto 0
      simp only [zero_div, sub_zero] at h
      exact h.mono_left nhdsWithin_le_nhds
    refine tendsto_of_tendsto_of_tendsto_of_le_of_le' hlow tendsto_const_nhds ?_ ?_
    · filter_upwards [self_mem_nhdsWithin] with x hx
      have hx' : 0 < x := hx
      exact first_order_le_sosexAverage (by linarith)
    · filter_upwards [self_mem_nhdsWithin] with x hx
      have hx' : 0 < x := hx
      rw [← sosexAverage_zero]
      exact (sosexAverage_strictAntiOn (show (-1 : ℝ) < 0 by norm_num)
        (show -1 < x by linarith) hx').le
  · -- the logarithm is negligible against `x`
    have hs : Tendsto (fun x : ℝ => 1 + x) atTop atTop :=
      tendsto_atTop_add_const_left atTop (1 : ℝ) tendsto_id
    have hlog : Tendsto (fun x : ℝ => Real.log (1 + x) / x) atTop (𝓝 0) := by
      refine ((Real.tendsto_pow_log_div_mul_add_atTop 1 (-1) 1 one_ne_zero).comp hs).congr ?_
      intro x
      have e : 1 * (1 + x) + -1 = x := by ring
      simp only [Function.comp_apply, pow_one, e]
    have h1 := hlog.const_sub 1
    rw [sub_zero] at h1
    refine h1.congr' ?_
    filter_upwards [eventually_gt_atTop 0] with x hx
    rw [sosexAverage_eq (by linarith) hx.ne']
    field_simp
```

The four parts of `sosex_averaging_function` are, in order:

- for every real $x>0$, the coupling integral equals $(x-\ln(1+x))/x^2$;
- the average is strictly decreasing on the positive half-line, `Ioi 0`;
- it tends to $1/2$ as $x$ approaches zero from above, which is the meaning of `𝓝[>] 0`;
- $x$ times the average tends to 1 as $x$ grows without bound, which is the meaning of `atTop`.

The first two parts restrict earlier results to positive $x$. The third is the squeeze between `hlow` and the constant $1/2$. For the fourth, `hlog` takes the vanishing of the logarithm against a linear function from Mathlib, shifted by one, and the closed form is substituted for positive $x$.

## Several modes with exchange weights

At a fixed frequency, write the RPA screened interaction as $W_l=v^{1/2}S_l\,v^{1/2}$, where $v$ is the bare interaction. The symmetrised factor $S_l$ has the same eigenvectors at every coupling strength, and its eigenvalues are $w(x_i,l)$. A contraction that is linear in $W_l$, and whose other factors do not depend on $l$, therefore has the form $\sum_i b_i\,w(x_i,l)$, with weights $b_i$ that do not depend on $l$. For a finite sum, the integral can be taken term by term:

$$\int_0^1\sum_i b_i\frac{l}{1+lx_i}\,dl
=\sum_i b_i\,g(x_i)
=\sum_i b_i\frac{x_i-\ln(1+x_i)}{x_i^2}.$$

```lean
/-- For finitely many dielectric modes with `x i > 0` and exchange weights `b i`, the coupling
integral of the weighted screened interaction is a sum of closed-form mode contributions. -/
theorem mode_sum_coupling_integral {ι : Type*} (s : Finset ι) (b x : ι → ℝ)
    (hx : ∀ i ∈ s, 0 < x i) :
    ∫ l in (0 : ℝ)..1, ∑ i ∈ s, b i * screened (x i) l =
      ∑ i ∈ s, b i * ((x i - Real.log (1 + x i)) / x i ^ 2) := by
  rw [intervalIntegral.integral_finsetSum fun i hi =>
    (screened_integrable (by linarith [hx i hi])).const_mul (b i)]
  refine Finset.sum_congr rfl fun i hi => ?_
  rw [intervalIntegral.integral_const_mul,
    ← sosexAverage_eq (by linarith [hx i hi]) (hx i hi).ne']
  rfl

end

end SosexCouplingAverage
```

Here `s` is the finite set of modes, and `b` and `x` assign a real weight and a real screening parameter to each. The weights may have either sign, while the hypothesis `hx` requires $x_i>0$ for every mode in the set. With no modes, both sides are zero. The proof exchanges the integral with the finite sum, takes each weight outside its integral, and applies the closed form mode by mode.

The weights enter as given numbers. Their construction from orbitals, the integral over frequency and the derivation of the SOSEX energy expression are not part of the theorem, and neither is an infinite spectrum.

```lean
#print axioms SosexCouplingAverage.mul_sosexAverage_strictMonoOn
#print axioms SosexCouplingAverage.sosex_averaging_function
#print axioms SosexCouplingAverage.mode_sum_coupling_integral
```

```
'SosexCouplingAverage.mul_sosexAverage_strictMonoOn' depends on axioms: [propext, Classical.choice, Quot.sound]
'SosexCouplingAverage.sosex_averaging_function' depends on axioms: [propext, Classical.choice, Quot.sound]
'SosexCouplingAverage.mode_sum_coupling_integral' depends on axioms: [propext, Classical.choice, Quot.sound]
```

## Evaluating the average in a program

In a finite auxiliary basis, a calculation can diagonalise the symmetrised non-interacting response at each imaginary-frequency point, apply $g$ to the resulting $x_i$, and transform back to obtain the averaged interaction for the exchange contraction. This replaces a numerical quadrature over the coupling strength by one function evaluation per mode.

Weakly screened modes need care in floating-point arithmetic, because $x-\ln(1+x)$ subtracts two nearly equal numbers and the result is then divided by $x^2$. A function that computes $\ln(1+x)$ accurately for small $x$ helps, but the subtraction still loses digits. For sufficiently small $x$ the series

$$g(x)=\frac12-\frac{x}{3}+\frac{x^2}{4}-\cdots$$

avoids the cancellation. Its first two terms are the lower bound used above.
